# Least common pair occupation at half filling: covariance positivity is too weak for odd L ≥ 3

## Distributions, moments and matrices

A configuration $S$ is a set of occupied sites from $\{0,\dots,L-1\}$, in Lean a `Finset (Fin L)`. Site $i$ has occupation number $n_i(S)\in\{0,1\}$, and $N(S)=|S|$ is the particle number.

```lean
import Mathlib

open Matrix

namespace HalfFilledPairs

noncomputable section

variable {L : ℕ}

/-- The occupation number (0 or 1) of site `i` in the configuration `S`. -/
def ind (S : Finset (Fin L)) (i : Fin L) : ℝ := if i ∈ S then 1 else 0
```

For real weights $w$, write $\langle f\rangle=\sum_S w(S)f(S)$. The next two definitions are $\langle n_i\rangle$ and $\langle n_in_j\rangle$.

```lean
/-- The mean occupation of site `i` under the weights `w`. -/
def occ (w : Finset (Fin L) → ℝ) (i : Fin L) : ℝ := ∑ S, w S * ind S i

/-- The mean of the product of the occupation numbers of sites `i` and `j`. -/
def pairOcc (w : Finset (Fin L) → ℝ) (i j : Fin L) : ℝ := ∑ S, w S * (ind S i * ind S j)
```

`Realizes w p` says that $w$ is a probability distribution with $\langle n_i\rangle=1/2$ for every site and $\langle n_in_j\rangle=p$ for every pair of distinct sites. Only the mean of $N$ is fixed, not $N$ itself.

```lean
/-- `w` is a probability distribution on configurations with all occupations `1/2` and
all pair occupations of distinct sites equal to `p`. -/
structure Realizes (w : Finset (Fin L) → ℝ) (p : ℝ) : Prop where
  nonneg : ∀ S, 0 ≤ w S
  total : ∑ S, w S = 1
  half : ∀ i, occ w i = 1 / 2
  pair : ∀ i j, i ≠ j → pairOcc w i j = p
```

The covariance matrix is computed from $w$. In contrast, `halfCov L p` is an explicit matrix $M$ defined for every real $p$, so its positivity can be tested before any distribution is known.

```lean
/-- The covariance matrix of the occupation numbers under normalised weights `w`. -/
def covariance (w : Finset (Fin L) → ℝ) : Matrix (Fin L) (Fin L) ℝ :=
  Matrix.of fun i j => pairOcc w i j - occ w i * occ w j

/-- The matrix with diagonal entries `1/2 - 1/4` and all other entries `p - 1/4`. -/
def halfCov (L : ℕ) (p : ℝ) : Matrix (Fin L) (Fin L) ℝ :=
  Matrix.of fun i j => (if i = j then 1 / 2 else p) - 1 / 4
```

Let $a=\lfloor L/2\rfloor$ and $b=\lceil L/2\rceil$, written `L / 2` and `(L + 1) / 2` with natural-number division. `midShell L` is uniform on the configurations with $N=a$ or $N=b$.

```lean
/-- The configurations whose particle number is `L/2` rounded down or up. -/
def shell (L : ℕ) : Finset (Finset (Fin L)) :=
  Finset.univ.filter fun S => S.card = L / 2 ∨ S.card = (L + 1) / 2

/-- The uniform distribution on the configurations of `shell L`. -/
def midShell (L : ℕ) (S : Finset (Fin L)) : ℝ :=
  if S ∈ shell L then ((shell L).card : ℝ)⁻¹ else 0
```

In electronic structure, let each site be one spin orbital. Then $w(S)$ can be the probability of finding exactly the spin orbitals in $S$ occupied, in a fermionic state that may be mixed and may have fluctuating $N$. The results then constrain the diagonal of its two-body density matrix, in the special case of equal occupations $1/2$ and equal pair occupations.

## Moments of the particle number

**(a)** Express the particle number through the occupations: $\sum_i n_i=N$.

Each occupied site contributes 1 and each empty site 0.

```lean
lemma sum_ind (S : Finset (Fin L)) : ∑ i, ind S i = (S.card : ℝ) := by
  simp [ind]
```

**(b)** For $w$ realising $p$, find all second moments: $\langle n_in_j\rangle=1/2$ if $i=j$, and $p$ otherwise.

On the diagonal $n_i^2=n_i$, so the moment is the occupation. The rest is the hypothesis on pairs.

```lean
lemma pairOcc_eq {w : Finset (Fin L) → ℝ} {p : ℝ} (h : Realizes w p) (i j : Fin L) :
    pairOcc w i j = if i = j then 1 / 2 else p := by
  split_ifs with hij
  · subst hij
    rw [← h.half i]
    refine Finset.sum_congr rfl fun S _ => ?_
    by_cases hi : i ∈ S <;> simp [ind, hi]
  · exact h.pair i j hij
```

**(c)** Show that the covariance matrix of such a $w$ is $M$.

Subtract $\langle n_i\rangle\langle n_j\rangle=1/4$ from (b). The entries are $1/4$ on the diagonal and $p-1/4$ elsewhere.

```lean
/-- A distribution with occupations `1/2` and pair occupations `p` has the covariance
matrix `halfCov L p`. -/
theorem covariance_eq {w : Finset (Fin L) → ℝ} {p : ℝ} (h : Realizes w p) :
    covariance w = halfCov L p := by
  ext i j
  simp only [covariance, halfCov, Matrix.of_apply, pairOcc_eq h, h.half]
  norm_num
```

**(d)** For any weights, show $\langle N^2\rangle=\sum_{i,j}\langle n_in_j\rangle$.

Square (a), multiply by $w(S)$ and exchange the sums; `Finset.sum_comm` does the exchange.

```lean
/-- The second moment of the particle number is the sum of all pair occupations,
diagonal terms included. -/
theorem second_moment (w : Finset (Fin L) → ℝ) :
    ∑ S, w S * (S.card : ℝ) ^ 2 = ∑ i, ∑ j, pairOcc w i j := by
  calc ∑ S, w S * (S.card : ℝ) ^ 2
      = ∑ S, ∑ i, ∑ j, w S * (ind S i * ind S j) := by
        refine Finset.sum_congr rfl fun S _ => ?_
        rw [← sum_ind, sq, Finset.sum_mul_sum, Finset.mul_sum]
        exact Finset.sum_congr rfl fun i _ => Finset.mul_sum _ _ _
    _ = _ := by
        rw [Finset.sum_comm]
        refine Finset.sum_congr rfl fun i _ => ?_
        rw [Finset.sum_comm]
        rfl
```

**(e)** For $w$ realising $p$, show
$$\langle(N-a)(N-b)\rangle=L(L-1)\left(p-\tfrac12\right)+ab.$$

From (a), $\langle N\rangle=L/2$; from (b) and (d), $\langle N^2\rangle=L/2+L(L-1)p$. These are `h1` and `h2`. Since $a+b=L$, the left side is $\langle N^2\rangle-L\langle N\rangle+ab$, which gives the result.

```lean
/-- The mean of `(N - ⌊L/2⌋)(N - ⌈L/2⌉)`, with `N` the particle number, is fixed by `p` for a
probability distribution with all occupations `1/2` and all pair occupations of distinct sites equal
to `p`. -/
theorem shell_identity {w : Finset (Fin L) → ℝ} {p : ℝ} (h : Realizes w p) :
    ∑ S, w S * (((S.card : ℝ) - (L / 2 : ℕ)) * ((S.card : ℝ) - ((L + 1) / 2 : ℕ)))
      = L * (L - 1) * (p - 1 / 2) + (L / 2 : ℕ) * ((L + 1) / 2 : ℕ) := by
  have e : L / 2 + (L + 1) / 2 = L := by omega
  have hab : ((L / 2 : ℕ) : ℝ) + (((L + 1) / 2 : ℕ) : ℝ) = L := by
    rw [← Nat.cast_add, e]
  have h1 : ∑ S, w S * (S.card : ℝ) = L * (1 / 2) := by
    calc ∑ S, w S * (S.card : ℝ) = ∑ S, ∑ i, w S * ind S i :=
          Finset.sum_congr rfl fun S _ => by rw [← sum_ind, Finset.mul_sum]
      _ = ∑ i, occ w i := Finset.sum_comm
      _ = L * (1 / 2) := by simp [h.half]
  have h2 : ∑ S, w S * (S.card : ℝ) ^ 2 = L * (L * p) + L * (1 / 2 - p) := by
    have hp : ∀ i j, pairOcc w i j = p + if i = j then 1 / 2 - p else 0 := by
      intro i j
      rw [pairOcc_eq h]
      split_ifs <;> ring
    rw [second_moment]
    simp only [hp, Finset.sum_add_distrib, Finset.sum_const, Finset.card_univ,
      Fintype.card_fin, nsmul_eq_mul, Finset.sum_ite_eq, Finset.mem_univ, if_true]
  have expand : ∀ a b : ℝ, ∑ S, w S * (((S.card : ℝ) - a) * ((S.card : ℝ) - b))
      = ∑ S, w S * (S.card : ℝ) ^ 2 - (a + b) * ∑ S, w S * (S.card : ℝ)
        + a * b * ∑ S, w S := by
    intro a b
    rw [Finset.mul_sum, Finset.mul_sum, ← Finset.sum_sub_distrib, ← Finset.sum_add_distrib]
    exact Finset.sum_congr rfl fun S _ => by ring
  rw [expand, h2, h1, h.total, hab]
  ring
```

## The smallest pair occupation

**(f)** For `midShell L` and any site permutation $\sigma$, show $\langle n_{\sigma(i)}n_{\sigma(j)}\rangle=\langle n_in_j\rangle$.

Substitute $S\to\sigma(S)$ in the sum. This preserves $N$, hence the weight.

```lean
lemma pairOcc_perm (σ : Equiv.Perm (Fin L)) (i j : Fin L) :
    pairOcc (midShell L) (σ i) (σ j) = pairOcc (midShell L) i j :=
  (Equiv.sum_comp (Equiv.finsetCongr σ)
    (fun S => midShell L S * (ind S (σ i) * ind S (σ j)))).symm.trans
    (Finset.sum_congr rfl fun S _ => by simp [midShell, shell, ind])
```

**(g)** For $L\ge2$, show that `midShell L` realises
$$p_*=\frac12-\frac{ab}{L(L-1)}.$$

The shell is non-empty, so the weights sum to 1. Taking complements exchanges $N=a$ and $N=b$ and preserves the weights (`hcompl`), so $\langle n_i\rangle=\langle1-n_i\rangle=1/2$. By (f), all pairs have one common value $p$; two swaps carry one pair to any other. Since $(N-a)(N-b)=0$ on the shell, (e) gives $0=L(L-1)(p-1/2)+ab$, so $p=p_*$.

```lean
/-- For `L ≥ 2` the uniform distribution on the middle particle numbers has all occupations
`1/2` and all pair occupations `1/2 - ⌊L/2⌋⌈L/2⌉/(L(L-1))`. -/
theorem midShell_realizes (hL : 2 ≤ L) : Realizes (midShell L)
    (1 / 2 - (L / 2 : ℕ) * ((L + 1) / 2 : ℕ) / ((L : ℝ) * (L - 1))) := by
  have hL' : (2 : ℝ) ≤ L := by exact_mod_cast hL
  have hD : (0 : ℝ) < L * (L - 1) := mul_pos (by linarith) (by linarith)
  have hne : ((shell L).card : ℝ) ≠ 0 := by
    obtain ⟨S, -, hS⟩ := Finset.exists_subset_card_eq
      (s := (Finset.univ : Finset (Fin L))) (n := L / 2) (by simp; omega)
    have hm : S ∈ shell L := by simp [shell, hS]
    exact_mod_cast (Finset.card_pos.2 ⟨S, hm⟩).ne'
  have htot : ∑ S, midShell L S = 1 := by
    simp [midShell, hne]
  have hcompl : ∀ S, midShell L Sᶜ = midShell L S := by
    intro S
    have hc : S.card ≤ L := by simpa using Finset.card_le_univ S
    refine if_congr ?_ rfl rfl
    simp only [shell, Finset.mem_filter, Finset.mem_univ, true_and, Finset.card_compl,
      Fintype.card_fin]
    omega
  have h : Realizes (midShell L) (pairOcc (midShell L) ⟨0, by omega⟩ ⟨1, by omega⟩) := by
    refine ⟨fun S => ?_, htot, fun i => ?_, fun i j hij => ?_⟩
    · unfold midShell
      split_ifs <;> positivity
    · -- exchanging particles and holes maps the occupation n to 1 - n
      have hc : ∑ S, midShell L Sᶜ * ind Sᶜ i = occ (midShell L) i :=
        Equiv.sum_comp (Function.Involutive.toPerm _
          (compl_involutive (α := Finset (Fin L)))) (fun S => midShell L S * ind S i)
      have hs : ∑ S, midShell L Sᶜ * ind Sᶜ i + occ (midShell L) i = 1 := by
        rw [← htot, occ, ← Finset.sum_add_distrib]
        refine Finset.sum_congr rfl fun S _ => ?_
        rw [hcompl]
        by_cases hi : i ∈ S <;> simp [ind, hi]
      linarith
    · -- a relabelling of sites carries any pair to any other
      have hkl : (⟨0, by omega⟩ : Fin L) ≠ ⟨1, by omega⟩ := by simp
      generalize (⟨0, by omega⟩ : Fin L) = k at hkl ⊢
      generalize (⟨1, by omega⟩ : Fin L) = l at hkl ⊢
      have hx : i ≠ Equiv.swap k i l := fun hh =>
        hkl ((Equiv.swap k i).injective ((Equiv.swap_apply_left k i).trans hh))
      have hp := pairOcc_perm
        ((Equiv.swap k i).trans (Equiv.swap (Equiv.swap k i l) j)) k l
      rwa [Equiv.trans_apply, Equiv.trans_apply, Equiv.swap_apply_left k i,
        Equiv.swap_apply_of_ne_of_ne hx hij, Equiv.swap_apply_left] at hp
  -- the product (N - ⌊L/2⌋)(N - ⌈L/2⌉) vanishes on the shell, which fixes p
  have h0 := shell_identity h
  rw [Finset.sum_eq_zero (fun S _ => by
    by_cases hS : S ∈ shell L
    · have hS' := hS
      simp only [shell, Finset.mem_filter, Finset.mem_univ, true_and] at hS'
      rcases hS' with hc | hc <;> rw [hc] <;> ring
    · simp [midShell, hS])] at h0
  have hq : ((L / 2 : ℕ) : ℝ) * ((L + 1) / 2 : ℕ) / ((L : ℝ) * (L - 1))
      = 1 / 2 - pairOcc (midShell L) ⟨0, by omega⟩ ⟨1, by omega⟩ := by
    rw [div_eq_iff hD.ne']
    linarith
  rw [hq, sub_sub_cancel]
  exact h
```

**(h)** For $L\ge2$, show that $p_*$ is the least realisable $p$.

An integer $N$ satisfies $N\le a$ or $N\ge b$, so $(N-a)(N-b)\ge0$. Averaging with nonnegative weights and using (e) gives $p\ge p_*$; (g) attains it.

Nonnegativity matters. For $L=2$, give the empty and full configurations weight $-1$ each, and the two one-particle configurations weight $3/2$ each. The total is 1 and the occupations are $1/2$, but $p=-1<p_*=0$.

```lean
/-- For `L ≥ 2` sites with occupations `1/2`, the least common pair occupation is
`1/2 - ⌊L/2⌋⌈L/2⌉/(L(L-1))`. -/
theorem isLeast_pair (hL : 2 ≤ L) :
    IsLeast {p : ℝ | ∃ w : Finset (Fin L) → ℝ, Realizes w p}
      (1 / 2 - (L / 2 : ℕ) * ((L + 1) / 2 : ℕ) / ((L : ℝ) * (L - 1))) := by
  refine ⟨⟨_, midShell_realizes hL⟩, ?_⟩
  rintro p ⟨w, h⟩
  have hL' : (2 : ℝ) ≤ L := by exact_mod_cast hL
  have hD : (0 : ℝ) < L * (L - 1) := mul_pos (by linarith) (by linarith)
  -- no integer lies strictly between ⌊L/2⌋ and ⌈L/2⌉
  have h0 : 0 ≤ ∑ S, w S *
      (((S.card : ℝ) - (L / 2 : ℕ)) * ((S.card : ℝ) - ((L + 1) / 2 : ℕ))) := by
    refine Finset.sum_nonneg fun S _ => mul_nonneg (h.nonneg S) ?_
    rcases le_or_gt S.card (L / 2) with hc | hc
    · have h1 : (S.card : ℝ) ≤ (L / 2 : ℕ) := Nat.cast_le.2 hc
      have h2 : (S.card : ℝ) ≤ ((L + 1) / 2 : ℕ) := Nat.cast_le.2 (by omega)
      nlinarith [mul_nonneg (sub_nonneg.2 h1) (sub_nonneg.2 h2)]
    · have h1 : ((L / 2 : ℕ) : ℝ) ≤ S.card := Nat.cast_le.2 hc.le
      have h2 : (((L + 1) / 2 : ℕ) : ℝ) ≤ S.card := Nat.cast_le.2 (by omega)
      exact mul_nonneg (sub_nonneg.2 h1) (sub_nonneg.2 h2)
  rw [shell_identity h] at h0
  rw [sub_le_iff_le_add, ← sub_le_iff_le_add', le_div_iff₀ hD]
  linarith
```

## The covariance test

**(i)** For real $x$, show
$$x^{\mathsf T}Mx=\left(\tfrac12-p\right)\sum_i x_i^2+\left(p-\tfrac14\right)\Big(\sum_i x_i\Big)^2.$$

$M$ is $(1/2-p)$ times the identity plus $(p-1/4)$ times the all-ones matrix.

```lean
lemma quadratic_form (p : ℝ) (x : Fin L → ℝ) :
    x ⬝ᵥ (halfCov L p *ᵥ x) = (1 / 2 - p) * ∑ i, x i ^ 2 + (p - 1 / 4) * (∑ i, x i) ^ 2 := by
  have hm : halfCov L p *ᵥ x = fun i => (1 / 2 - p) * x i + (p - 1 / 4) * ∑ j, x j := by
    ext i
    have e : ∀ j, ((if i = j then 1 / 2 else p) - 1 / 4) * x j
        = (if i = j then (1 / 2 - p) * x j else 0) + (p - 1 / 4) * x j := by
      intro j
      split_ifs <;> ring
    simp only [Matrix.mulVec, dotProduct, halfCov, Matrix.of_apply, e,
      Finset.sum_add_distrib, Finset.sum_ite_eq, Finset.mem_univ, if_true, Finset.mul_sum]
  rw [hm]
  generalize hs : ∑ j, x j = s
  have e : ∀ i, x i * ((1 / 2 - p) * x i + (p - 1 / 4) * s)
      = (1 / 2 - p) * x i ^ 2 + ((p - 1 / 4) * s) * x i := fun i => by ring
  simp only [dotProduct, e, Finset.sum_add_distrib, ← Finset.mul_sum, hs]
  ring
```

**(j)** For $L\ge2$, show that $M$ is positive semidefinite exactly when
$$\frac{L-2}{4(L-1)}\le p\le\frac12.$$

The vector $x=(1,\dots,1)$ gives $L[(1/2-p)+(p-1/4)L]\ge0$, the lower bound. The difference of two unit vectors gives $2(1/2-p)\ge0$, the upper bound.

Conversely, if $p\ge1/4$, both terms in (i) are nonnegative. If $p\le1/4$, Cauchy–Schwarz, $(\sum_i x_i)^2\le L\sum_i x_i^2$, bounds the form below by $[(1/2-p)+(p-1/4)L]\sum_i x_i^2\ge0$.

```lean
/-- For `L ≥ 2` the matrix `halfCov L p` is positive semidefinite exactly when
`(L-2)/(4(L-1)) ≤ p ≤ 1/2`. -/
theorem halfCov_posSemidef_iff (hL : 2 ≤ L) (p : ℝ) :
    (halfCov L p).PosSemidef ↔ ((L : ℝ) - 2) / (4 * (L - 1)) ≤ p ∧ p ≤ 1 / 2 := by
  have hL' : (2 : ℝ) ≤ L := by exact_mod_cast hL
  rw [Matrix.posSemidef_iff_dotProduct_mulVec, div_le_iff₀ (by linarith)]
  simp only [star_trivial, quadratic_form]
  constructor
  · rintro ⟨-, h⟩
    constructor
    · -- test with the total particle number
      have h1 := h fun _ => 1
      simp only [one_pow, Finset.sum_const, Finset.card_univ, Fintype.card_fin,
        nsmul_eq_mul, mul_one] at h1
      have h2 : 0 ≤ (L : ℝ) * ((1 / 2 - p) + (p - 1 / 4) * L) := by linarith
      have h3 := nonneg_of_mul_nonneg_right h2 (by linarith)
      linarith
    · -- test with the difference of two occupations
      have hij : (⟨0, by omega⟩ : Fin L) ≠ ⟨1, by omega⟩ := by simp
      generalize (⟨0, by omega⟩ : Fin L) = i at hij
      generalize (⟨1, by omega⟩ : Fin L) = j at hij
      have h1 := h fun k => (if k = i then 1 else 0) - (if k = j then 1 else 0)
      have e : ∀ k : Fin L, ((if k = i then (1 : ℝ) else 0) - (if k = j then 1 else 0)) ^ 2
          = (if k = i then 1 else 0) + (if k = j then 1 else 0) := by
        intro k
        by_cases hi : k = i
        · have hj : k ≠ j := fun hk => hij (hi.symm.trans hk)
          simp [hi, hij]
        · by_cases hj : k = j <;> simp [hi, hj, hij.symm]
      simp only [e, Finset.sum_add_distrib, Finset.sum_sub_distrib, Finset.sum_ite_eq',
        Finset.mem_univ, if_true] at h1
      linarith
  · rintro ⟨h1, h2⟩
    refine ⟨?_, fun x => ?_⟩
    · ext i j
      simp [halfCov, eq_comm]
    · have hQ : 0 ≤ ∑ i, x i ^ 2 := Finset.sum_nonneg fun i _ => sq_nonneg _
      have hT : (∑ i, x i) ^ 2 ≤ L * ∑ i, x i ^ 2 := by
        simpa using sq_sum_le_card_mul_sum_sq (s := Finset.univ) (f := x)
      rcases le_total (1 / 4) p with hp | hp
      · exact add_nonneg (mul_nonneg (by linarith) hQ)
          (mul_nonneg (by linarith) (sq_nonneg _))
      · nlinarith [mul_nonneg (sub_nonneg.2 hp) (sub_nonneg.2 hT),
          mul_nonneg hQ (sub_nonneg.2 h1)]
```

**(k)** For $L\ge2$, evaluate the least realisable $p$ and compare it with the least $p$ passing the covariance test:
$$p_*=\begin{cases}\dfrac{L-2}{4(L-1)}&L\text{ even},\\[2mm]\dfrac{L-1}{4L}&L\text{ odd},\end{cases}\qquad p_{\rm cov}=\frac{L-2}{4(L-1)}.$$

Insert $ab=L^2/4$ for even $L$ and $ab=(L^2-1)/4$ for odd $L$ into (h). The value $p_{\rm cov}$ is the lower endpoint in (j), which is at most $1/2$.

```lean
/-- For `L ≥ 2` sites with occupations `1/2`, the least common pair occupation is `(L-2)/(4(L-1))`
for even `L` and `(L-1)/(4L)` for odd `L`, whereas the least `p` for which the matrix `halfCov L p`
is positive semidefinite is `(L-2)/(4(L-1))` for every such `L`. -/
theorem least_pair_occupation (hL : 2 ≤ L) :
    (Even L → IsLeast {p : ℝ | ∃ w : Finset (Fin L) → ℝ, Realizes w p}
      (((L : ℝ) - 2) / (4 * (L - 1)))) ∧
    (Odd L → IsLeast {p : ℝ | ∃ w : Finset (Fin L) → ℝ, Realizes w p}
      (((L : ℝ) - 1) / (4 * L))) ∧
    IsLeast {p : ℝ | (halfCov L p).PosSemidef} (((L : ℝ) - 2) / (4 * (L - 1))) := by
  have hL' : (2 : ℝ) ≤ L := by exact_mod_cast hL
  have hx : (L : ℝ) ≠ 0 := by linarith
  have hy : (L : ℝ) - 1 ≠ 0 := by linarith
  refine ⟨?_, ?_, ?_, fun p hp => ((halfCov_posSemidef_iff hL p).1 hp).1⟩
  · rintro ⟨m, hm⟩
    have hr : (L : ℝ) = m + m := by exact_mod_cast hm
    have ha : ((L / 2 : ℕ) : ℝ) = L / 2 := by
      rw [show L / 2 = m by omega]
      linarith
    have hb : (((L + 1) / 2 : ℕ) : ℝ) = L / 2 := by
      rw [show (L + 1) / 2 = m by omega]
      linarith
    convert isLeast_pair hL using 1
    rw [ha, hb]
    field_simp
    ring
  · rintro ⟨m, hm⟩
    have hr : (L : ℝ) = 2 * m + 1 := by exact_mod_cast hm
    have ha : ((L / 2 : ℕ) : ℝ) = (L - 1) / 2 := by
      rw [show L / 2 = m by omega]
      linarith
    have hb : (((L + 1) / 2 : ℕ) : ℝ) = (L + 1) / 2 := by
      rw [show (L + 1) / 2 = m + 1 by omega]
      push_cast
      linarith
    convert isLeast_pair hL using 1
    rw [ha, hb]
    field_simp
    ring
  · refine (halfCov_posSemidef_iff hL _).2 ⟨le_rfl, ?_⟩
    rw [div_le_iff₀ (by linarith)]
    linarith
```

**(l)** For odd $L\ge2$, show that every $p$ with $p_{\rm cov}\le p<p_*$ passes the covariance test but is not realisable, and that
$$p_{\rm cov}<p_*.$$

The difference is
$$p_*-p_{\rm cov}=\frac{(L-1)^2-L(L-2)}{4L(L-1)}=\frac1{4L(L-1)}>0.$$
Such a $p$ lies below $1/2$, so (j) gives positivity, while (k) excludes a distribution. For $L=3$ the interval is $1/8\le p<1/6$.

```lean
/-- For odd `L ≥ 2` the interval `(L-2)/(4(L-1)) ≤ p < (L-1)/(4L)` is non-empty, and each `p` in it
gives a positive semidefinite `halfCov L p`, but no probability distribution with all occupations
`1/2` has all pair occupations of distinct sites equal to `p`. -/
theorem odd_gap (hL : 2 ≤ L) (hodd : Odd L) :
    ((L : ℝ) - 2) / (4 * (L - 1)) < ((L : ℝ) - 1) / (4 * L) ∧
    ∀ p : ℝ, ((L : ℝ) - 2) / (4 * (L - 1)) ≤ p → p < ((L : ℝ) - 1) / (4 * L) →
      (halfCov L p).PosSemidef ∧ ¬ ∃ w : Finset (Fin L) → ℝ, Realizes w p := by
  have hL' : (2 : ℝ) ≤ L := by exact_mod_cast hL
  constructor
  · rw [div_lt_iff₀ (by linarith), div_mul_eq_mul_div, lt_div_iff₀ (by linarith)]
    nlinarith
  · intro p h1 h2
    have h3 : ((L : ℝ) - 1) / (4 * L) ≤ 1 / 2 := by
      rw [div_le_iff₀ (by linarith)]
      linarith
    exact ⟨(halfCov_posSemidef_iff hL p).2 ⟨h1, by linarith⟩,
      fun h => not_le_of_gt h2 (((least_pair_occupation hL).2.1 hodd).2 h)⟩

end

end HalfFilledPairs
```

```lean
#print axioms HalfFilledPairs.covariance_eq
#print axioms HalfFilledPairs.least_pair_occupation
#print axioms HalfFilledPairs.odd_gap
```

```
'HalfFilledPairs.covariance_eq' depends on axioms: [propext, Classical.choice, Quot.sound]
'HalfFilledPairs.least_pair_occupation' depends on axioms: [propext, Classical.choice, Quot.sound]
'HalfFilledPairs.odd_gap' depends on axioms: [propext, Classical.choice, Quot.sound]
```
